# Kinetic plus Coulomb energy on a half-line grid, measured from (1 − √(1 + Z²h²))/h², as a sum of squares plus a boundary term

The theorem `sum_ground_state_substitution` concerns one particle, in atomic units, on the grid points 0, h, 2h, … of a half-line with spacing h > 0. A nucleus of charge Z > 0 at the origin attracts it, and its real amplitude u vanishes there. Write E = (1 − √(1 + Z²h²))/h² and q = √(1 + Z²h²) − Zh. Take the kinetic energy of the bonds up to point N + 1 and the Coulomb energy of the points 1 to N + 1, and subtract E times the sum of u² over those points. The result equals a sum of N weighted squares, which measure how far u departs from the ratios of n qⁿ, plus one term in u(N + 1)². The amplitude u need not be normalised, which is why E multiplies the sum of u². The bond from N + 1 to N + 2 is left out, so the sum is not the full energy of a state set to zero beyond N + 1. The proof writes Z and E in terms of q and h and goes by induction on N, where the step should cancel the sum of squares common to both sides and leave an algebraic identity.

An attempt in Lean 4 with a fault in it:

```lean
import Mathlib

open Filter Topology

namespace SumGroundStateSubstitution

noncomputable section

variable {Z h : ℝ} {u : ℕ → ℝ}

/-- Energy on the bond from grid point `n` to `n + 1`: the kinetic term of the bond and the
Coulomb term at point `n + 1`, for nuclear charge `Z` and spacing `h ≠ 0`. -/
def energyDensity (Z h : ℝ) (u : ℕ → ℝ) (n : ℕ) : ℝ :=
  (u (n + 1) - u n) ^ 2 / (2 * h ^ 2) - Z * u (n + 1) ^ 2 / (((n : ℝ) + 1) * h)

/-- The energy `(1 - √(1 + Z²h²)) / h²`, for `h ≠ 0`. -/
def groundEnergy (Z h : ℝ) : ℝ := (1 - √(1 + Z ^ 2 * h ^ 2)) / h ^ 2

/-- The factor `q = √(1 + Z²h²) - Zh`. -/
def decay (Z h : ℝ) : ℝ := √(1 + Z ^ 2 * h ^ 2) - Z * h

/-- Weighted square that measures how far `u` departs from the ratio of `n qⁿ` between the
points `n + 1` and `n + 2`, for `Z, h > 0`. -/
def bondDefect (Z h : ℝ) (u : ℕ → ℝ) (n : ℕ) : ℝ :=
  (((n : ℝ) + 1) * u (n + 1 + 1) - ((n : ℝ) + 2) * decay Z h * u (n + 1)) ^ 2 /
    (2 * h ^ 2 * ((n : ℝ) + 1) * ((n : ℝ) + 2) * decay Z h)

/-- For `Z, h > 0` the factor `q` lies between 0 and 1, and the charge and the energy
`groundEnergy` are expressed through `q` and `h`. -/
theorem decay_spec (hZ : 0 < Z) (hh : 0 < h) :
    0 < decay Z h ∧ decay Z h < 1 ∧ Z = (1 - decay Z h ^ 2) / (2 * decay Z h * h) ∧
      groundEnergy Z h = -(1 - decay Z h) ^ 2 / (2 * decay Z h * h ^ 2) := by
  have hs : √(1 + Z ^ 2 * h ^ 2) ^ 2 = 1 + Z ^ 2 * h ^ 2 := Real.sq_sqrt (by positivity)
  have hs0 : 0 ≤ √(1 + Z ^ 2 * h ^ 2) := Real.sqrt_nonneg _
  unfold decay groundEnergy
  generalize √(1 + Z ^ 2 * h ^ 2) = s at hs hs0 ⊢
  have hx : 0 < Z * h := mul_pos hZ hh
  have hq : 0 < s - Z * h := by
    have : Z * h < s := lt_of_pow_lt_pow_left₀ 2 hs0 (by rw [hs]; nlinarith)
    linarith
  have hq1 : s < 1 + Z * h :=
    lt_of_pow_lt_pow_left₀ 2 (by positivity) (by rw [hs]; nlinarith)
  refine ⟨hq, by linarith, ?_, ?_⟩
  · rw [eq_div_iff (mul_pos (mul_pos two_pos hq) hh).ne']
    linear_combination hs
  · rw [div_eq_div_iff (pow_pos hh 2).ne' (mul_pos (mul_pos two_pos hq) (pow_pos hh 2)).ne']
    linear_combination (-h ^ 2) * hs

/-- Ground-state substitution: for `Z, h > 0` and `u 0 = 0`, the energy measured from
`groundEnergy`, summed up to a cutoff, is a sum of bond defects plus one boundary term. -/
theorem sum_ground_state_substitution (hZ : 0 < Z) (hh : 0 < h) (h0 : u 0 = 0) (N : ℕ) :
    ∑ n ∈ Finset.range (N + 1), (energyDensity Z h u n - groundEnergy Z h * u (n + 1) ^ 2) =
      ∑ n ∈ Finset.range N, bondDefect Z h u n +
        u (N + 1) ^ 2 * (decay Z h * (1 + 1 / ((N : ℝ) + 1)) - 1) / (2 * h ^ 2) := by
  obtain ⟨hq, -, hZq, hE⟩ := decay_spec hZ hh
  simp only [energyDensity, bondDefect]
  generalize decay Z h = q at hq hZq hE ⊢
  generalize groundEnergy Z h = E at hE ⊢
  rw [hE, hZq]
  have hq' := hq.ne'
  have hh' := hh.ne'
  induction N with
  | zero =>
    simp only [zero_add, Finset.sum_range_one, Finset.sum_range_zero, h0, Nat.cast_zero]
    field_simp
    ring
  | succ N ih =>
    rw [Finset.sum_range_succ _ (N + 1), ih, Finset.sum_range_succ _ N, add_assoc, add_assoc]
    congr 1
    have e : ((N + 1 : ℕ) : ℝ) + 1 = (N : ℝ) + 2 := by push_cast; ring
    rw [e]
    have h1 : (N : ℝ) + 1 ≠ 0 := by positivity
    have h2 : (N : ℝ) + 2 ≠ 0 := by positivity
    field_simp
    ring

end

end SumGroundStateSubstitution
```

Messages:

```
Main.lean:71:8: error: Tactic `rewrite` failed: Did not find an occurrence of the pattern
  ↑(N + 1) + 1
in the target expression
  ∑ n ∈ Finset.range N,
      ((↑n + 1) * u (n + 1 + 1) - (↑n + 2) * q * u (n + 1)) ^ 2 / (2 * h ^ 2 * (↑n + 1) * (↑n + 2) * q) =
    ∑ x ∈ Finset.range N,
        ((↑x + 1) * u (x + 1 + 1) - (↑x + 2) * q * u (x + 1)) ^ 2 / (2 * h ^ 2 * (↑x + 1) * (↑x + 2) * q) +
      ((↑N + 1) * u (N + (1 + 1)) - (↑N + 2) * q * u (N + 1)) ^ 2 / (2 * h ^ 2 * (↑N + 1) * (↑N + 2) * q)

case succ.e_a
Z h : ℝ
u : ℕ → ℝ
hZ : 0 < Z
hh : 0 < h
h0 : u 0 = 0
q : ℝ
hq : 0 < q
hZq : Z = (1 - q ^ 2) / (2 * q * h)
E : ℝ
hE : E = -(1 - q) ^ 2 / (2 * q * h ^ 2)
hq' : q ≠ 0
hh' : h ≠ 0
N : ℕ
ih :
  ∑ n ∈ Finset.range (N + 1),
      ((u (n + 1) - u n) ^ 2 / (2 * h ^ 2) - (1 - q ^ 2) / (2 * q * h) * u (n + 1) ^ 2 / ((↑n + 1) * h) -
        -(1 - q) ^ 2 / (2 * q * h ^ 2) * u (n + 1) ^ 2) =
    ∑ n ∈ Finset.range N,
        ((↑n + 1) * u (n + 1 + 1) - (↑n + 2) * q * u (n + 1)) ^ 2 / (2 * h ^ 2 * (↑n + 1) * (↑n + 2) * q) +
      u (N + 1) ^ 2 * (q * (1 + 1 / (↑N + 1)) - 1) / (2 * h ^ 2)
e : ↑(N + 1) + 1 = ↑N + 2
⊢ ∑ n ∈ Finset.range N,
      ((↑n + 1) * u (n + 1 + 1) - (↑n + 2) * q * u (n + 1)) ^ 2 / (2 * h ^ 2 * (↑n + 1) * (↑n + 2) * q) =
    ∑ x ∈ Finset.range N,
        ((↑x + 1) * u (x + 1 + 1) - (↑x + 2) * q * u (x + 1)) ^ 2 / (2 * h ^ 2 * (↑x + 1) * (↑x + 2) * q) +
      ((↑N + 1) * u (N + (1 + 1)) - (↑N + 2) * q * u (N + 1)) ^ 2 / (2 * h ^ 2 * (↑N + 1) * (↑N + 2) * q)
```

What went wrong. Lean reports that `rw [e]` finds no `↑(N + 1) + 1` in the goal, but the fault lies earlier. After the sums are expanded, the goal has the shape `S + a + b = S + c + d`, with `S` the common sum. The two uses of `add_assoc` were meant to regroup both sides. One regrouped the left side, but the other turned the index `N + 1 + 1` into `N + (1 + 1)`, as the printed `u (N + (1 + 1))` shows. The right side stayed `(S + c) + d`.

`congr 1` then matched the two outer sums term by term and produced the goal `S = S + c`, which is false unless the new square `c` vanishes. The casts that `e` should rewrite are in the other terms, so `rw [e]` fails.

The repair drops both `add_assoc` rewrites and replaces `congr 1` with a small lemma, `cancel`, which fits the sums as they are bracketed. Applying it leaves `a + b = c + d`, where `rw [e]` finds its pattern and the old `field_simp` and `ring` finish the proof. The added comment is only explanatory.

Lean accepts the file once it reads:

```diff
@@ -66,6 +66,10 @@
     ring
   | succ N ih =>
-    rw [Finset.sum_range_succ _ (N + 1), ih, Finset.sum_range_succ _ N, add_assoc, add_assoc]
-    congr 1
+    rw [Finset.sum_range_succ _ (N + 1), ih, Finset.sum_range_succ _ N]
+    -- cancel the common sum of defects
+    have cancel : ∀ S a b c d : ℝ, a + b = c + d → S + a + b = S + c + d := by
+      intro S a b c d H
+      linarith
+    apply cancel
     have e : ((N + 1 : ℕ) : ℝ) + 1 = (N : ℝ) + 2 := by push_cast; ring
     rw [e]
```
